# The characteristic polynomial of the Harper matrix is unchanged when the phase b advances by 2π gcd(p, q)/q

The Harper matrix here is a finite, single-particle model on a ring of q ≥ 1 sites, with on-site energies 2 cos(b + 2πpj/q) and hopping amplitudes exp(±ia), where a and b are real. The theorem `charpoly_period_gcd` says that, for every integer p and with a held fixed, advancing b by 2π gcd(p, q)/q leaves the characteristic polynomial of this matrix unchanged. The attempt uses Bézout's identity to find a translation m with pm = gcd(p, q) modulo q. By `harper_translate`, the phase advance then only relabels the sites, and the proof finishes by citing the invariance of the characteristic polynomial under relabelling.

In Lean, a first try:

```lean
import Mathlib

open Real Matrix

namespace CharpolyPeriodGcd

noncomputable section

variable (q : ℕ)

/-- The on-site energy `2 cos (b + 2π p j / q)` at site `j` of a magnetic cell of `q ≥ 1` sites. -/
def onsite (p : ℤ) (b : ℝ) (j : ZMod q) : ℝ :=
  2 * Real.cos (b + 2 * π * p * j.val / q)

/-- The Harper matrix on a ring of `q ≥ 1` sites: on-site energies on the diagonal, hopping
`exp (i a)` from `j + 1` to `j` (row `j`, column `j + 1`) and `exp (-i a)` from `j` to `j + 1`;
entries that fall on the same place are added. -/
def harper (p : ℤ) (a b : ℝ) : Matrix (ZMod q) (ZMod q) ℂ :=
  Matrix.of fun j k =>
    (if j = k then (onsite q p b j : ℂ) else 0)
      + (if k = j + 1 then Complex.exp (Complex.I * a) else 0)
      + (if j = k + 1 then Complex.exp (-(Complex.I * a)) else 0)

variable [NeZero q]

/-- If `p m = r` modulo `q`, advancing the phase `b` by `2π r / q` has the same effect on the
on-site energies as moving `m` sites along the ring. -/
theorem onsite_translate (p r : ℤ) (m : ZMod q) (hm : (p : ZMod q) * m = r) (b : ℝ)
    (j : ZMod q) : onsite q p (b + 2 * π * r / q) j = onsite q p b (j + m) := by
  have hq : (q : ℝ) ≠ 0 := Nat.cast_ne_zero.mpr (NeZero.ne q)
  -- the two phases differ by a whole number of turns
  have hc : ((r + p * (j.val : ℤ) : ℤ) : ZMod q) = ((p * ((j + m).val : ℤ) : ℤ) : ZMod q) := by
    push_cast
    rw [ZMod.natCast_zmod_val, ZMod.natCast_zmod_val, ← hm]
    ring
  obtain ⟨c, hc⟩ := (ZMod.intCast_eq_intCast_iff_dvd_sub _ _ q).1 hc
  have hr : (p : ℝ) * ((j + m).val : ℝ) - (r + p * (j.val : ℝ)) = q * c := by
    exact_mod_cast hc
  have hphase : b + 2 * π * p * ((j + m).val : ℝ) / q
      = (b + 2 * π * r / q + 2 * π * p * (j.val : ℝ) / q) + c * (2 * π) := by
    field_simp
    linear_combination 2 * π * hr
  unfold onsite
  rw [hphase, Real.cos_add_int_mul_two_pi]

/-- If `p m = r` modulo `q`, the Harper matrix at phase `b + 2π r / q` is the one at phase `b`
with all sites relabelled by a translation through `m`. -/
theorem harper_translate (p r : ℤ) (m : ZMod q) (hm : (p : ZMod q) * m = r) (a b : ℝ) :
    harper q p a (b + 2 * π * r / q)
      = (harper q p a b).submatrix (Equiv.addRight m) (Equiv.addRight m) := by
  have e : ∀ x y : ZMod q, (x + m = y + m + 1) ↔ x = y + 1 := by
    intro x y
    rw [add_right_comm y m 1, add_left_inj]
  ext j k
  simp only [harper, Matrix.submatrix_apply, Matrix.of_apply, Equiv.coe_addRight,
    onsite_translate q p r m hm b, add_left_inj, e]

/-- For every integer `p`, the characteristic polynomial of the Harper matrix is unchanged when
the phase `b` advances by `2π gcd(p, q) / q`. -/
theorem charpoly_period_gcd (p : ℤ) (a b : ℝ) :
    (harper q p a (b + 2 * π * (Int.gcd p q : ℝ) / q)).charpoly
      = (harper q p a b).charpoly := by
  -- Bézout: some translation `m` satisfies `p m = gcd(p, q)` modulo `q`
  have hm : (p : ZMod q) * (Int.gcdA p q : ZMod q) = (((Int.gcd p q : ℕ) : ℤ) : ZMod q) := by
    rw [Int.gcd_eq_gcd_ab]
    push_cast
    simp
  have ht := harper_translate q p _ _ hm a b
  rw [Int.cast_natCast] at ht
  rw [ht]
  exact Matrix.charpoly_reindex (Equiv.addRight (Int.gcdA p q : ZMod q)).symm _

end

end CharpolyPeriodGcd
```

The compiler's answer:

```
Main.lean:71:8: error: (deterministic) timeout at `whnf`, maximum number of heartbeats (200000) has been reached

Note: Use `set_option maxHeartbeats <num>` to set the limit.

Hint: Additional diagnostic information may be available using the `set_option diagnostics true` command.
```

Diagnosis. The error is a timeout: Lean reached its heartbeat limit while reducing terms (`whnf`) in the final `exact`. The cited lemma, `Matrix.charpoly_reindex`, is the right one, but it speaks of `reindex`, while the goal has `submatrix`. With the inverse translation supplied, the two agree only after `reindex` is unfolded and a double inverse is removed. `exact` left Lean to find this agreement by computation, and to infer the matrix from it, with the concrete translation and Harper matrix in view. The message does not say which unfolding used up the budget.

The repair makes the conversion by explicit rewriting. `key` is stated for an arbitrary relabelling `e`, so no particular translation is there to unfold, and the matrix is given to the lemma outright. `Matrix.reindex_apply` turns `reindex` into `submatrix`, and `Equiv.symm_symm` removes the double inverse, so that `h` has the form `key` needs. After `rw [ht]`, the goal's left side has the form in `key`, and rewriting with it closes the proof. The added comment is only explanatory.

The change, after which it compiles:

```diff
@@ -68,6 +68,11 @@
   have ht := harper_translate q p _ _ hm a b
   rw [Int.cast_natCast] at ht
-  rw [ht]
-  exact Matrix.charpoly_reindex (Equiv.addRight (Int.gcdA p q : ZMod q)).symm _
+  -- relabelling the sites leaves the characteristic polynomial unchanged
+  have key : ∀ e : ZMod q ≃ ZMod q,
+      ((harper q p a b).submatrix e e).charpoly = (harper q p a b).charpoly := by
+    intro e
+    have h := Matrix.charpoly_reindex e.symm (harper q p a b)
+    rwa [Matrix.reindex_apply, Equiv.symm_symm] at h
+  rw [ht, key]
 
 end
```
